# The Hylleraas functional of a nondegenerate ground state is minimized by the first-order state alone

A: Take symmetric operators $H$ and $W$ on a finite-dimensional real inner-product space, and a unit vector $p$ with $Hp=ep$. Suppose $\langle x,(H-e)x\rangle>0$ for every nonzero $x$ orthogonal to $p$. Then, among the vectors orthogonal to $p$, the functional
$$J(x)=\langle x,(H-e)x\rangle+2\langle x,Wp\rangle$$
has exactly one minimizer $x_1$. It solves $(H-e)x_1=-(W-\langle p,Wp\rangle)p$, and $J(x_1)=\langle p,Wx_1\rangle$.

Q: That is how I would say it. What does the computer think a state is?

A: A vector in `F`, a real inner-product space. Finite dimension is assumed only in the theorems whose proofs here use it.

In Lean 4 with Mathlib:

```lean
import Mathlib

open scoped InnerProductSpace

namespace HylleraasPrinciple

noncomputable section

variable {F : Type*} [NormedAddCommGroup F] [InnerProductSpace ℝ F]
```

Q: And the functional?

A: `hylleraas H W e p x` is $J(x)$, with the unperturbed Hamiltonian `H`, the perturbation `W`, the unperturbed energy `e` and state `p`, and the trial first-order state `x`. `H x - e • x` is $(H-e)x$.

```lean
/-- The Hylleraas functional `⟨x, (H - e) x⟩ + 2 ⟨x, W p⟩` of a trial first-order state `x`. -/
def hylleraas (H W : F →ₗ[ℝ] F) (e : ℝ) (p x : F) : ℝ :=
  ⟪x, H x - e • x⟫_ℝ + 2 * ⟪x, W p⟫_ℝ
```

The first-order equation is a separate definition, so the minimizer does not satisfy it by decree.

```lean
/-- The first-order perturbation equation `(H - e) x = -(W - ⟨p, W p⟩) p`. -/
def FirstOrderEq (H W : F →ₗ[ℝ] F) (e : ℝ) (p x : F) : Prop :=
  H x - e • x = -(W p - ⟪p, W p⟫_ℝ • p)
```

Q: Positivity on the complement looks like a technical convenience.

A: It carries the physics: together with $Hp=ep$ and symmetry, it says that $e$ is the lowest eigenvalue and is nondegenerate. For an excited state $J$ is unbounded below on the complement, because $H-e$ is negative along any lower eigenvector. The theorems on existence, on the minimum and on its sign assume the condition; the two-level example at the end proves it for every positive gap.

```lean
/-- `H - e` is positive on every nonzero vector orthogonal to `p`. -/
def PositiveOnComplement (H : F →ₗ[ℝ] F) (e : ℝ) (p : F) : Prop :=
  ∀ x, ⟪p, x⟫_ℝ = 0 → x ≠ 0 → 0 < ⟪x, H x - e • x⟫_ℝ
```

Q: But $H-e$ is singular, since it kills $p$. How do you know the first-order equation has a solution?

A: First, since $H$ is symmetric, the range of $H-e$ is orthogonal to $p$:
$$\langle p,(H-e)x\rangle=\langle Hp,x\rangle-e\langle p,x\rangle=0.$$

```lean
variable {H W : F →ₗ[ℝ] F} {e : ℝ} {p : F}

/-- If `p` is an eigenvector of `H` with energy `e`, then `(H - e) x` is orthogonal to `p`. -/
theorem inner_shifted_eq_zero (hH : H.IsSymmetric) (hp : H p = e • p) (x : F) :
    ⟪p, H x - e • x⟫_ℝ = 0 := by
  rw [inner_sub_right, real_inner_smul_right, ← hH p x, hp, real_inner_smul_left, sub_self]
```

Next, add the projector on $p$ and set $Lx=(H-e)x+\langle p,x\rangle p$. By the line above and $\langle p,p\rangle=1$, we have $\langle p,Lx\rangle=\langle p,x\rangle$. If $Lx=0$, then $x$ is orthogonal to $p$ and $(H-e)x=0$, so positivity forces $x=0$. Thus $L$ is injective, and in finite dimension also surjective.

Now solve $Lx_1=-(Wp-\langle p,Wp\rangle p)$. The right-hand side is orthogonal to $p$, so $\langle p,x_1\rangle=\langle p,Lx_1\rangle=0$. The projector term vanishes, and what remains is the first-order equation.

In the proof, `hpL` is the identity for $\langle p,Lx\rangle$, `hinj` is injectivity, and `LinearMap.injective_iff_surjective` supplies the solution.

```lean
/-- The first-order equation has a solution orthogonal to the unperturbed state. -/
theorem exists_first_order_state [FiniteDimensional ℝ F] (hH : H.IsSymmetric)
    (hp : H p = e • p) (hn : ‖p‖ = 1) (hpos : PositiveOnComplement H e p) :
    ∃ x, ⟪p, x⟫_ℝ = 0 ∧ FirstOrderEq H W e p x := by
  have hpp : ⟪p, p⟫_ℝ = 1 := by rw [real_inner_self_eq_norm_sq, hn]; norm_num
  -- adding the projector on `p` removes the kernel of `H - e`
  let L : F →ₗ[ℝ] F :=
    { toFun := fun x => H x - e • x + ⟪p, x⟫_ℝ • p
      map_add' := by
        intro x y
        simp only [map_add, inner_add_right]
        module
      map_smul' := by
        intro c x
        simp only [map_smul, real_inner_smul_right, RingHom.id_apply]
        module }
  have hL : ∀ x, L x = H x - e • x + ⟪p, x⟫_ℝ • p := fun _ => rfl
  have hpL : ∀ x, ⟪p, L x⟫_ℝ = ⟪p, x⟫_ℝ := by
    intro x
    rw [hL, inner_add_right, inner_shifted_eq_zero hH hp, real_inner_smul_right, hpp]
    ring
  have hinj : Function.Injective L := by
    rw [injective_iff_map_eq_zero]
    intro x hx
    have h0 : ⟪p, x⟫_ℝ = 0 := by rw [← hpL, hx, inner_zero_right]
    have h1 : H x - e • x = 0 := by
      have h2 := hL x
      rw [hx, h0, zero_smul, add_zero] at h2
      exact h2.symm
    by_contra hne
    have h3 := hpos x h0 hne
    rw [h1, inner_zero_right] at h3
    exact lt_irrefl _ h3
  obtain ⟨x, hx⟩ := LinearMap.injective_iff_surjective.mp hinj (-(W p - ⟪p, W p⟫_ℝ • p))
  have h0 : ⟪p, x⟫_ℝ = 0 := by
    rw [← hpL, hx, inner_neg_right, inner_sub_right, real_inner_smul_right, hpp]
    ring
  refine ⟨x, h0, ?_⟩
  have h2 := hL x
  rw [hx, h0, zero_smul, add_zero] at h2
  exact h2.symm
```

Q: Fine, a solution exists. Why is it a minimum and not merely a stationary point?

A: Complete the square. For $y$ orthogonal to $p$, the first-order equation gives $\langle y,(H-e)x_1\rangle=-\langle y,Wp\rangle$. With $y=x$, the functional becomes
$$J(x)=\langle x,(H-e)x\rangle-2\langle x,(H-e)x_1\rangle.$$
Symmetry of $H$ turns this into
$$J(x)=\langle x-x_1,(H-e)(x-x_1)\rangle-\langle x_1,(H-e)x_1\rangle.$$
With $y=x_1$, the last term is $+\langle x_1,Wp\rangle$, which equals $\langle p,Wx_1\rangle$ because $W$ is symmetric.

The lemma follows the same route. `key` is the tested equation, `k1` and `k2` are its two uses, and `linear_combination` combines them.

```lean
/-- Completing the square: on the complement of `p` the functional equals `⟨p, W x₁⟩` plus the
quadratic form of `H - e` at the error `x - x₁` of the trial state. -/
theorem hylleraas_eq_add_error (hH : H.IsSymmetric) (hW : W.IsSymmetric) {x₁ x : F}
    (h₁ : ⟪p, x₁⟫_ℝ = 0) (heq : FirstOrderEq H W e p x₁) (hx : ⟪p, x⟫_ℝ = 0) :
    hylleraas H W e p x =
      ⟪p, W x₁⟫_ℝ + ⟪x - x₁, H (x - x₁) - e • (x - x₁)⟫_ℝ := by
  -- the first-order equation tested against a vector of the complement
  have key : ∀ y, ⟪p, y⟫_ℝ = 0 → ⟪y, H x₁⟫_ℝ - e * ⟪y, x₁⟫_ℝ = -⟪y, W p⟫_ℝ := by
    intro y hy
    have hyp : ⟪y, p⟫_ℝ = 0 := by rw [real_inner_comm]; exact hy
    have h := congrArg (fun z => ⟪y, z⟫_ℝ) heq
    simp only [inner_neg_right, inner_sub_right, real_inner_smul_right, hyp] at h
    linarith
  have k1 := key x hx
  have k2 := key x₁ h₁
  have a1 : ⟪x₁, H x⟫_ℝ = ⟪x, H x₁⟫_ℝ := by rw [← hH x₁ x]; exact real_inner_comm _ _
  have a2 : ⟪x₁, x⟫_ℝ = ⟪x, x₁⟫_ℝ := real_inner_comm _ _
  have a3 : ⟪p, W x₁⟫_ℝ = ⟪x₁, W p⟫_ℝ := by rw [← hW p x₁]; exact real_inner_comm _ _
  simp only [hylleraas, map_sub, smul_sub, inner_sub_left, inner_sub_right,
    real_inner_smul_right]
  rw [a1, a2, a3]
  linear_combination 2 * k1 - k2
```

Q: So the square is positive unless $x=x_1$. Where does the formal statement say "unique"?

A: In its last clause: every `x` orthogonal to `p` and different from `x₁` has a strictly larger value of the functional. The other clauses give orthogonality, the first-order equation and the minimum value. The proof takes the solution found above and applies positivity to `x - x₁`.

```lean
/-- Hylleraas variational principle: on the complement of `p` the functional has a strict global
minimum at a state `x₁` that solves the first-order equation, with minimum `⟨p, W x₁⟩`. -/
theorem hylleraas_principle [FiniteDimensional ℝ F] (hH : H.IsSymmetric) (hW : W.IsSymmetric)
    (hp : H p = e • p) (hn : ‖p‖ = 1) (hpos : PositiveOnComplement H e p) :
    ∃ x₁, ⟪p, x₁⟫_ℝ = 0 ∧ FirstOrderEq H W e p x₁ ∧
      hylleraas H W e p x₁ = ⟪p, W x₁⟫_ℝ ∧
      ∀ x, ⟪p, x⟫_ℝ = 0 → x ≠ x₁ → hylleraas H W e p x₁ < hylleraas H W e p x := by
  obtain ⟨x₁, h₁, heq⟩ := exists_first_order_state (W := W) hH hp hn hpos
  have hval : hylleraas H W e p x₁ = ⟪p, W x₁⟫_ℝ := by
    rw [hylleraas_eq_add_error hH hW h₁ heq h₁, sub_self, inner_zero_left, add_zero]
  refine ⟨x₁, h₁, heq, hval, fun x hx hne => ?_⟩
  have h := hpos (x - x₁) (by rw [inner_sub_right, hx, h₁, sub_self]) (sub_ne_zero.mpr hne)
  rw [hval, hylleraas_eq_add_error hH hW h₁ heq hx]
  linarith
```

Q: My program may stop at some vector by minimizing. Is that vector guaranteed to solve the equation?

A: If it is an exact minimizer on the complement, yes, and conversely. A minimizer other than $x_1$ would be beaten by $x_1$, which is a contradiction. In the other direction, any solution orthogonal to $p$ can play the part of $x_1$ in the completed square.

```lean
/-- A trial state orthogonal to `p` minimizes the functional on the complement of `p` exactly
when it solves the first-order equation. -/
theorem minimizer_iff_first_order [FiniteDimensional ℝ F] (hH : H.IsSymmetric)
    (hW : W.IsSymmetric) (hp : H p = e • p) (hn : ‖p‖ = 1)
    (hpos : PositiveOnComplement H e p) {x : F} (hx : ⟪p, x⟫_ℝ = 0) :
    (∀ y, ⟪p, y⟫_ℝ = 0 → hylleraas H W e p x ≤ hylleraas H W e p y) ↔
      FirstOrderEq H W e p x := by
  constructor
  · intro hmin
    obtain ⟨x₁, h₁, heq, -, hlt⟩ := hylleraas_principle hH hW hp hn hpos
    by_cases h : x = x₁
    · rw [h]; exact heq
    · exact absurd (hmin x₁ h₁) (not_le_of_gt (hlt x hx h))
  · intro heq y hy
    by_cases h : y = x
    · rw [h]
    · have h2 := hpos (y - x) (by rw [inner_sub_right, hy, hx, sub_self]) (sub_ne_zero.mpr h)
      rw [hylleraas_eq_add_error hH hW hx heq hx, hylleraas_eq_add_error hH hW hx heq hy,
        sub_self, inner_zero_left]
      linarith
```

Q: Second-order perturbation theory lowers the ground-state energy. Does the minimum know that?

A: Yes. $H$ and $W$ are symmetric, as before, and $J(0)=0$, so the completed square at $x=0$ reads
$$0=\langle p,Wx_1\rangle+\langle x_1,(H-e)x_1\rangle.$$
The last term is nonnegative, so the minimum is at most zero. It is zero exactly when $x_1=0$, which by the first-order equation and positivity means $Wp=\langle p,Wp\rangle p$. The proof splits on whether `x₁` is zero.

The smallest case shows this at once. In one dimension the complement of $p$ contains only zero, so $x_1=0$ and the minimum is $0$.

```lean
/-- If `x₁` is orthogonal to `p` and solves the first-order equation, and `H - e` is positive on the
complement of `p`, then `⟨p, W x₁⟩ ≤ 0`, with equality exactly when `W p = ⟨p, W p⟩ p`. -/
theorem second_order_energy_nonpos (hH : H.IsSymmetric) (hW : W.IsSymmetric)
    (hpos : PositiveOnComplement H e p) {x₁ : F} (h₁ : ⟪p, x₁⟫_ℝ = 0)
    (heq : FirstOrderEq H W e p x₁) :
    ⟪p, W x₁⟫_ℝ ≤ 0 ∧ (⟪p, W x₁⟫_ℝ = 0 ↔ W p = ⟪p, W p⟫_ℝ • p) := by
  -- the functional vanishes at the trial state zero
  have h := hylleraas_eq_add_error hH hW h₁ heq (inner_zero_right p)
  simp only [hylleraas, inner_zero_left, zero_sub, map_neg, smul_neg, mul_zero, add_zero] at h
  rw [← neg_sub_neg, neg_neg, neg_neg, ← neg_sub, inner_neg_neg] at h
  by_cases hz : x₁ = 0
  · have h0 : W p - ⟪p, W p⟫_ℝ • p = 0 := by
      have h2 := heq
      rw [FirstOrderEq, hz, map_zero, smul_zero, sub_zero] at h2
      exact neg_eq_zero.mp h2.symm
    have h3 : ⟪p, W x₁⟫_ℝ = 0 := by rw [hz, map_zero, inner_zero_right]
    exact ⟨h3.le, fun _ => sub_eq_zero.mp h0, fun _ => h3⟩
  · have h2 := hpos x₁ h₁ hz
    refine ⟨by linarith, fun h3 => by linarith, fun h3 => ?_⟩
    rw [heq, sub_eq_zero.mpr h3, neg_zero, inner_zero_right] at h2
    exact absurd h2 (lt_irrefl _)
```

Q: You are calling this a second-order energy. So far it is only the minimum of a functional you wrote down.

A: The link is the energy of $H+tW$ at the trial state $p+tx$, with $t$ the real perturbation strength and $x$ orthogonal to $p$. Write $w=\langle p,Wp\rangle$. The cross terms with $H$ vanish, so
$$\langle p+tx,(H+tW)(p+tx)\rangle=e+tw+t^2\big(\langle x,Hx\rangle+2\langle x,Wp\rangle\big)+t^3\langle x,Wx\rangle.$$
The squared norm is $1+t^2\langle x,x\rangle$. Subtracting $(e+tw)$ times that norm leaves
$$t^2J(x)+t^3\big(\langle x,Wx\rangle-w\langle x,x\rangle\big).$$
This is an exact identity for every real $t$. The proof expands the inner products, inserts the orthogonality relations and finishes with `ring`.

```lean
/-- Exact expansion of the energy form of `H + t W` at the trial state `p + t x`: after the energy
through first order times the squared norm is split off, the coefficient of `t ^ 2` is the Hylleraas
functional and the only other term is cubic in `t`. -/
theorem energy_expansion (hH : H.IsSymmetric) (hW : W.IsSymmetric) (hp : H p = e • p)
    (hn : ‖p‖ = 1) {x : F} (hx : ⟪p, x⟫_ℝ = 0) (t : ℝ) :
    ⟪p + t • x, H (p + t • x) + t • W (p + t • x)⟫_ℝ =
      (e + t * ⟪p, W p⟫_ℝ) * ⟪p + t • x, p + t • x⟫_ℝ + t ^ 2 * hylleraas H W e p x
        + t ^ 3 * (⟪x, W x⟫_ℝ - ⟪p, W p⟫_ℝ * ⟪x, x⟫_ℝ) := by
  have hpp : ⟪p, p⟫_ℝ = 1 := by rw [real_inner_self_eq_norm_sq, hn]; norm_num
  have hxp : ⟪x, p⟫_ℝ = 0 := by rw [real_inner_comm]; exact hx
  have hpH : ⟪p, H x⟫_ℝ = 0 := by rw [← hH p x, hp, real_inner_smul_left, hx, mul_zero]
  have hpW : ⟪p, W x⟫_ℝ = ⟪x, W p⟫_ℝ := by rw [← hW p x]; exact real_inner_comm _ _
  simp only [hylleraas, map_add, map_smul, smul_add, inner_add_left, inner_add_right,
    inner_sub_right, real_inner_smul_left, real_inner_smul_right, hp, hpp, hxp, hx, hpH, hpW]
  ring
```

Q: Then dividing by the squared norm gives a Rayleigh quotient with $J(x)$ at order $t^2$. Have you proved the $2n+1$ theorem?

A: No. That theorem obtains the energy through order $2n+1$ from the state through order $n$, whereas these results treat only the variational problem for the first-order state. Identifying $\langle p,Wx_1\rangle$ with the $t^2$ coefficient of the perturbed eigenvalue is ordinary perturbation theory, which the file does not develop.

Q: Where would I meet this in a calculation?

A: In linear-response codes that solve equations of this type, often called Sternheimer equations. Such codes commonly treat many occupied orbitals with coupled equations; the version here, for a single ground state, is simpler. In a fixed finite real basis, with a nondegenerate ground state, $L$ is symmetric and positive definite, so conjugate gradients can solve for $x_1$ without meeting the singularity of $H-e$.

The functional is also a good way to evaluate the second-order energy from an unconverged $x$ orthogonal to $p$. The error of $J(x)$ is quadratic in $x-x_1$ and never negative, while for a general $x$ the error of $\langle p,Wx\rangle$ is $\langle x-x_1,Wp\rangle$, which is linear in $x-x_1$. Plain conjugate gradients started from zero are a special case: in exact arithmetic every iterate satisfies $J(x)=\langle p,Wx\rangle$, so the two estimates agree.

Q: Could I use it for force constants?

A: For part of them. Here the Hamiltonian is linear in $t$, and the basis stays put. When atoms move, the second derivative of the Hamiltonian contributes its own expectation value, and a basis that follows the atoms adds further terms. Self-consistent response, complex states and degenerate ground states are not covered either.

Q: Show me one system where all the assumptions are true together.

A: Two levels suffice. `twoLevel a b c` is the real symmetric operator with diagonal entries $a,c$ and coupling $b$.

```lean
/-- The real symmetric two-level operator with diagonal entries `a`, `c` and coupling `b`. -/
def twoLevel (a b c : ℝ) : EuclideanSpace ℝ (Fin 2) →ₗ[ℝ] EuclideanSpace ℝ (Fin 2) where
  toFun x := !₂[a * x 0 + b * x 1, b * x 0 + c * x 1]
  map_add' x y := by ext i; fin_cases i <;> simp <;> ring
  map_smul' k x := by ext i; fin_cases i <;> simp <;> ring
```

Let $H$ have diagonal entries $0$ and $\Delta>0$, let $W$ have only the coupling $g$, and take $p=(1,0)$ with $e=0$. A trial state orthogonal to $p$ is $(0,s)$, and
$$J(0,s)=\Delta s^2+2gs=\Delta\Big(s+\frac g\Delta\Big)^2-\frac{g^2}{\Delta}.$$
The minimizer is $(0,-g/\Delta)$, with minimum $-g^2/\Delta$, the familiar level repulsion at second order.

The theorem checks both symmetries, the eigenvalue equation, the norm, positivity, the first-order equation and the value of the functional. Its proof writes the inner product in coordinates (`hin`) and computes each item. Positivity reduces to $\Delta s^2>0$ for $s\neq0$.

```lean
/-- A two-level system with gap `Δ` and coupling `g` meets all hypotheses; its first-order state
is `(0, -g/Δ)` and the functional there equals `-g²/Δ`. -/
theorem hylleraas_principle_witness (Δ g : ℝ) (hΔ : 0 < Δ) :
    (twoLevel 0 0 Δ).IsSymmetric ∧ (twoLevel 0 g 0).IsSymmetric ∧
    twoLevel 0 0 Δ !₂[1, 0] = (0 : ℝ) • !₂[1, 0] ∧
    ‖(!₂[1, 0] : EuclideanSpace ℝ (Fin 2))‖ = 1 ∧
    PositiveOnComplement (twoLevel 0 0 Δ) 0 !₂[1, 0] ∧
    FirstOrderEq (twoLevel 0 0 Δ) (twoLevel 0 g 0) 0 !₂[1, 0] !₂[0, -g / Δ] ∧
    hylleraas (twoLevel 0 0 Δ) (twoLevel 0 g 0) 0 !₂[1, 0] !₂[0, -g / Δ] = -g ^ 2 / Δ := by
  have hin : ∀ x y : EuclideanSpace ℝ (Fin 2), ⟪x, y⟫_ℝ = x 0 * y 0 + x 1 * y 1 := by
    intro x y
    simp [PiLp.inner_apply, Fin.sum_univ_two]
    ring
  have hne : Δ ≠ 0 := hΔ.ne'
  refine ⟨?_, ?_, ?_, ?_, ?_, ?_, ?_⟩
  · intro x y
    simp [hin, twoLevel]
    ring
  · intro x y
    simp [hin, twoLevel]
    ring
  · ext i
    fin_cases i <;> simp [twoLevel]
  · simp [EuclideanSpace.norm_eq, Fin.sum_univ_two]
  · intro x hx hx0
    have h0 : x 0 = 0 := by simpa [hin] using hx
    have h1 : x 1 ≠ 0 := by
      intro h1
      apply hx0
      ext i
      fin_cases i
      · simpa using h0
      · simpa using h1
    have h2 : ⟪x, twoLevel 0 0 Δ x - (0 : ℝ) • x⟫_ℝ = Δ * x 1 ^ 2 := by
      simp [hin, twoLevel]
      ring
    rw [h2]
    positivity
  · unfold FirstOrderEq
    ext i
    fin_cases i <;> simp [hin, twoLevel]
    field_simp
  · simp [hylleraas, hin, twoLevel]
    field_simp
    ring

end

end HylleraasPrinciple
```

```lean
#print axioms HylleraasPrinciple.minimizer_iff_first_order
#print axioms HylleraasPrinciple.second_order_energy_nonpos
#print axioms HylleraasPrinciple.energy_expansion
```

```
'HylleraasPrinciple.minimizer_iff_first_order' depends on axioms: [propext, Classical.choice, Quot.sound]
'HylleraasPrinciple.second_order_energy_nonpos' depends on axioms: [propext, Classical.choice, Quot.sound]
'HylleraasPrinciple.energy_expansion' depends on axioms: [propext, Classical.choice, Quot.sound]
```
